# Restricting a basis to orthonormal coefficient vectors cannot raise the condition number of its overlap matrix

The eigenvalues of a real square matrix $A$ are taken here to be the real numbers $\mu$ for which $Ax=\mu x$ has a solution $x\neq 0$. The lowest and highest eigenvalues are the infimum and supremum of that set. This definition needs no ordering of the eigenvalues and no diagonalisation, and it applies equally to the overlap matrix of a full basis and to that of a smaller one. It must then be shown that the infimum and supremum are themselves eigenvalues.

The matrix of interest is a real positive definite overlap matrix $S$ of $n$ basis functions. Retained functions are linear combinations of these, with coefficients in the columns of an $n\times k$ matrix $V$, and their overlap matrix is $V^TSV$. If $V^TV=1$ and $k\ge 1$, its eigenvalues stay within the range of those of $S$. For a finite real basis in electronic structure theory, removing unwanted combinations in this way, such as the s contaminant among Cartesian d functions, cannot bring the basis closer to linear dependence, as measured by the condition number.

In the code, `n` and `k` are finite index types that label the original and the retained functions.

In Lean 4 with Mathlib:

```lean
import Mathlib

open Matrix

namespace ContaminantRemoval

noncomputable section

variable {n k : Type*} [Fintype n] [DecidableEq n] [Fintype k] [DecidableEq k]
```

## Eigenvalues and the condition number

The set of eigenvalues is written as described. The symbol `*ᵥ` is the product of a matrix and a vector.

```lean
/-- The set of real eigenvalues of a square matrix. -/
def eigenvalueSet (A : Matrix n n ℝ) : Set ℝ :=
  {μ | ∃ x : n → ℝ, x ≠ 0 ∧ A *ᵥ x = μ • x}
```

The lowest eigenvalue $\lambda_{\min}(A)$ is the infimum of the set.

```lean
/-- The lowest eigenvalue of a matrix. -/
def lowest (A : Matrix n n ℝ) : ℝ := sInf (eigenvalueSet A)
```

The highest eigenvalue $\lambda_{\max}(A)$ is the supremum.

```lean
/-- The highest eigenvalue of a matrix. -/
def highest (A : Matrix n n ℝ) : ℝ := sSup (eigenvalueSet A)
```

The condition number is $\kappa(A)=\lambda_{\max}(A)/\lambda_{\min}(A)$. For a positive definite matrix this is the usual spectral condition number.

```lean
/-- The condition number of an overlap matrix: highest over lowest eigenvalue. -/
def condNumber (A : Matrix n n ℝ) : ℝ := highest A / lowest A
```

A real symmetric matrix has an orthonormal basis of eigenvectors $u_i$ with $Au_i=\lambda_iu_i$. Each $u_i$ has unit length and so is nonzero, which puts every $\lambda_i$ in the set. Over the real numbers, `IsHermitian` means symmetric.

```lean
/-- The eigenvalues supplied by the spectral theorem belong to the eigenvalue set. -/
theorem spectral_mem {A : Matrix n n ℝ} (hA : A.IsHermitian) (i : n) :
    hA.eigenvalues i ∈ eigenvalueSet A := by
  refine ⟨(hA.eigenvectorBasis i).ofLp, fun h => ?_, hA.mulVec_eigenvectorBasis i⟩
  apply hA.eigenvectorBasis.orthonormal.ne_zero i
  ext j
  exact congrFun h j
```

If $Ax=\mu x$ with $x\ne0$, then $(\mu 1-A)x=0$, so $\det(\mu 1-A)=0$. Every eigenvalue is therefore a root of the characteristic polynomial, which has finitely many roots. For a symmetric matrix of nonzero size the set is also nonempty, by the previous step. A finite nonempty set of real numbers contains its infimum and its supremum, which is what `IsLeast` and `IsGreatest` express.

```lean
/-- A real symmetric matrix of nonzero size attains its lowest and highest eigenvalues. -/
theorem extremes_attained [Nonempty n] {A : Matrix n n ℝ} (hA : A.IsHermitian) :
    IsLeast (eigenvalueSet A) (lowest A) ∧ IsGreatest (eigenvalueSet A) (highest A) := by
  -- eigenvalues are roots of the characteristic polynomial, hence finite in number
  have hfin : (eigenvalueSet A).Finite := by
    refine (Polynomial.finite_setOfPred_isRoot A.charpoly_monic.ne_zero).subset ?_
    rintro μ ⟨x, hx, e⟩
    show A.charpoly.eval μ = 0
    rw [Matrix.eval_charpoly]
    refine Matrix.exists_mulVec_eq_zero_iff.mp ⟨x, hx, ?_⟩
    rw [Matrix.sub_mulVec, e]
    ext i
    simp [Matrix.scalar_apply]
  have hne : (eigenvalueSet A).Nonempty := ⟨_, spectral_mem hA (Classical.arbitrary n)⟩
  exact ⟨⟨hne.csInf_mem hfin, fun _ h => csInf_le hfin.bddBelow h⟩,
    ⟨hne.csSup_mem hfin, fun _ h => le_csSup hfin.bddAbove h⟩⟩
```

## From eigenvalues to the quadratic form

Suppose that every eigenvalue of the symmetric matrix $A$ is at least $c$. If $(A-c1)y=\nu y$ with $y\neq0$, then $Ay=(\nu+c)y$, so $\nu+c\ge c$ and $\nu\ge 0$. The shifted matrix is symmetric without negative eigenvalues, hence positive semidefinite, and for every $x$

$$0\le x^T(A-c1)x=x^TAx-c\,x^Tx .$$

The proof follows the same order: `hB` is the symmetry of the shifted matrix, `hP` its semidefiniteness, and the last lines expand the quadratic form. The dot product is written `⬝ᵥ`.

```lean
/-- If all eigenvalues of a symmetric matrix are at least `c`, its quadratic form at `x` is at
least `c` times the squared length of `x`. -/
theorem le_quadratic_form {A : Matrix n n ℝ} (hA : A.IsHermitian) {c : ℝ}
    (hc : ∀ μ ∈ eigenvalueSet A, c ≤ μ) (x : n → ℝ) :
    c * (x ⬝ᵥ x) ≤ x ⬝ᵥ A *ᵥ x := by
  have hB : (A - c • (1 : Matrix n n ℝ)).IsHermitian := by
    have hAt : Aᵀ = A := (Matrix.conjTranspose_eq_transpose_of_trivial A).symm.trans hA.eq
    simp [Matrix.IsHermitian, hAt]
  -- the shifted matrix has no negative eigenvalue
  have hP : (A - c • (1 : Matrix n n ℝ)).PosSemidef := by
    refine hB.posSemidef_iff_eigenvalues_nonneg.mpr fun i => ?_
    show 0 ≤ hB.eigenvalues i
    obtain ⟨y, hy, e⟩ := spectral_mem hB i
    have hm : hB.eigenvalues i + c ∈ eigenvalueSet A := by
      refine ⟨y, hy, ?_⟩
      rw [add_smul, ← e, Matrix.sub_mulVec, Matrix.smul_mulVec, Matrix.one_mulVec,
        sub_add_cancel]
    linarith [hc _ hm]
  have h := hP.dotProduct_mulVec_nonneg x
  rw [star_trivial, Matrix.sub_mulVec, Matrix.smul_mulVec, Matrix.one_mulVec,
    dotProduct_sub, dotProduct_smul, smul_eq_mul] at h
  linarith
```

## Orthonormal coefficients preserve the range

A vector $y$ of $k$ coefficients over the retained functions describes the same function as the vector $Vy$ over the original ones. The two quadratic forms agree accordingly:

$$y^T(V^TSV)y=(Vy)^TS(Vy).$$

This holds for any $V$.

```lean
omit [DecidableEq n] [DecidableEq k] in
/-- The quadratic form of the transformed matrix at `y` is that of the original matrix at the
vector `V y`. -/
theorem transformed_quadratic_form (S : Matrix n n ℝ) (V : Matrix n k ℝ) (y : k → ℝ) :
    y ⬝ᵥ (Vᵀ * S * V) *ᵥ y = (V *ᵥ y) ⬝ᵥ S *ᵥ (V *ᵥ y) := by
  rw [← Matrix.mulVec_mulVec, ← Matrix.mulVec_mulVec, Matrix.dotProduct_mulVec,
    Matrix.vecMul_transpose]
```

With $S$ replaced by the identity, the same equation and $V^TV=1$ give $(Vy)^T(Vy)=y^Ty$, so $V$ preserves length. Now let $V^TSVy=\mu y$ with $y\ne0$. Then

$$\mu\,y^Ty=(Vy)^TS(Vy)\ge\lambda_{\min}(S)\,(Vy)^T(Vy)=\lambda_{\min}(S)\,y^Ty .$$

Dividing by $y^Ty>0$ gives $\mu\ge\lambda_{\min}(S)$. For the upper bound, the eigenvalues of $-S$ are the negatives of those of $S$ and are at least $-\lambda_{\max}(S)$. The quadratic-form bound for $-S$ then gives $\mu\le\lambda_{\max}(S)$. In the proof, `hlen` is the preservation of length, `hq` the equality of the quadratic forms, and `h1` and `h2` are the two bounds. Only the symmetry of $S$ is used.

```lean
/-- For orthonormal columns of `V`, every eigenvalue of `Vᵀ S V` lies between the lowest and the
highest eigenvalue of the symmetric matrix `S`. -/
theorem transformed_eigenvalue_bounds [Nonempty n] {S : Matrix n n ℝ} (hS : S.IsHermitian)
    {V : Matrix n k ℝ} (hV : Vᵀ * V = 1) {μ : ℝ} (hμ : μ ∈ eigenvalueSet (Vᵀ * S * V)) :
    lowest S ≤ μ ∧ μ ≤ highest S := by
  obtain ⟨y, hy, e⟩ := hμ
  obtain ⟨hl, hh⟩ := extremes_attained hS
  have h0 : 0 ≤ y ⬝ᵥ y := Finset.sum_nonneg fun i _ => mul_self_nonneg (y i)
  have hpos : 0 < y ⬝ᵥ y := h0.lt_of_ne' fun h => hy (dotProduct_self_eq_zero.mp h)
  -- `V` preserves lengths
  have hlen := transformed_quadratic_form (1 : Matrix n n ℝ) V y
  rw [Matrix.mul_one, hV, Matrix.one_mulVec, Matrix.one_mulVec] at hlen
  have hq := transformed_quadratic_form S V y
  rw [e, dotProduct_smul, smul_eq_mul] at hq
  have h1 := le_quadratic_form hS (fun _ h => hl.2 h) (V *ᵥ y)
  -- the upper bound is the lower bound for `-S`
  have h2 := le_quadratic_form hS.neg (c := -highest S) (by
    rintro ν ⟨x, hx, ex⟩
    have hm : -ν ∈ eigenvalueSet S :=
      ⟨x, hx, by rw [neg_smul, ← ex, Matrix.neg_mulVec, neg_neg]⟩
    linarith [hh.2 hm]) (V *ᵥ y)
  rw [Matrix.neg_mulVec, dotProduct_neg] at h2
  rw [← hlen, ← hq] at h1 h2
  exact ⟨le_of_mul_le_mul_right h1 hpos, le_of_mul_le_mul_right (by linarith) hpos⟩
```

The matrix $V^TSV$ is symmetric, and its lowest and highest eigenvalues are attained, so the bounds apply to both:

$$\lambda_{\min}(S)\le\lambda_{\min}(V^TSV),\qquad \lambda_{\max}(V^TSV)\le\lambda_{\max}(S).$$

Positive definiteness enters for the ratio. If $Sx=\lambda_{\min}(S)x$ with $x\neq0$, then $0<x^TSx=\lambda_{\min}(S)\,x^Tx$, so $\lambda_{\min}(S)>0$, and $\lambda_{\max}(S)\ge\lambda_{\min}(S)$ is positive too. Passing from $S$ to $V^TSV$, the numerator of $\kappa$ does not grow and its positive denominator does not shrink, hence $\kappa(V^TSV)\le\kappa(S)$.

In the theorem, `hS : S.PosDef` contains both symmetry and positivity, `hV` is the orthonormality of the columns, and `[Nonempty k]` says that at least one function is retained. That there is at least one original function follows, since an empty sum cannot equal a diagonal entry 1 of $V^TV$.

```lean
/-- Restricting a positive definite overlap matrix to one or more combinations of the basis
functions with orthonormal coefficient vectors does not lower the lowest eigenvalue, raise the
highest, or raise the condition number. -/
theorem contaminant_removal [Nonempty k] {S : Matrix n n ℝ} (hS : S.PosDef)
    {V : Matrix n k ℝ} (hV : Vᵀ * V = 1) :
    lowest S ≤ lowest (Vᵀ * S * V) ∧ highest (Vᵀ * S * V) ≤ highest S ∧
      condNumber (Vᵀ * S * V) ≤ condNumber S := by
  have hn : Nonempty n := by
    rcases isEmpty_or_nonempty n with h | h
    · have i : k := Classical.arbitrary k
      have h1 := congrFun (congrFun hV i) i
      simp [Matrix.mul_apply] at h1
    · exact h
  have hT : (Vᵀ * S * V).IsHermitian := by
    have h := hS.isHermitian.eq
    rw [Matrix.conjTranspose_eq_transpose_of_trivial] at h
    rw [Matrix.IsHermitian, Matrix.conjTranspose_eq_transpose_of_trivial,
      Matrix.transpose_mul, Matrix.transpose_mul, Matrix.transpose_transpose, h,
      Matrix.mul_assoc]
  obtain ⟨hl, hh⟩ := extremes_attained hS.isHermitian
  obtain ⟨hl', hh'⟩ := extremes_attained hT
  have h1 := (transformed_eigenvalue_bounds hS.isHermitian hV hl'.1).1
  have h2 := (transformed_eigenvalue_bounds hS.isHermitian hV hh'.1).2
  -- positive definiteness makes the lowest eigenvalue positive
  have hpos : 0 < lowest S := by
    obtain ⟨x, hx, e⟩ := hl.1
    have h := hS.dotProduct_mulVec_pos hx
    rw [star_trivial, e, dotProduct_smul, smul_eq_mul] at h
    have h0 : 0 ≤ x ⬝ᵥ x := Finset.sum_nonneg fun i _ => mul_self_nonneg (x i)
    by_contra hneg
    nlinarith
  exact ⟨h1, h2, div_le_div₀ (hpos.le.trans (hh.2 hl.1)) h2 hpos h1⟩
```

The condition $V^TV=1$ concerns the coefficient vectors, not the functions, and the retained functions need not be normalised. Without it the conclusion can fail. Take two orthonormal functions, so that $S=1$ and $\kappa(S)=1$, and double the second one:

$$V=\begin{pmatrix}1&0\\0&2\end{pmatrix},\qquad V^TSV=\begin{pmatrix}1&0\\0&4\end{pmatrix}.$$

The condition number rises from 1 to 4, although the space spanned is unchanged. Normalising the retained functions afterwards also rescales the columns of $V$, and the theorem does not cover that step.

## The s contaminant among Cartesian d functions

The example below ends with a multiple of the identity. If $c\neq0$ and $(c1)x=\mu x$ with $x\neq0$, then $\mu=c$. The only eigenvalue is $c$, and the condition number is $c/c=1$.

```lean
/-- A nonzero multiple of the identity has condition number one. -/
theorem condNumber_smul_one [Nonempty n] {c : ℝ} (hc : c ≠ 0) :
    condNumber (c • (1 : Matrix n n ℝ)) = 1 := by
  have hs : eigenvalueSet (c • (1 : Matrix n n ℝ)) = {c} := by
    ext μ
    constructor
    · rintro ⟨x, hx, e⟩
      rw [Matrix.smul_mulVec, Matrix.one_mulVec] at e
      exact (smul_left_injective ℝ hx e).symm
    · rintro rfl
      exact ⟨fun _ => 1, fun h => one_ne_zero (congrFun h (Classical.arbitrary n)),
        by rw [Matrix.smul_mulVec, Matrix.one_mulVec]⟩
  rw [condNumber, highest, lowest, hs, csSup_singleton, csInf_singleton, div_self hc]
```

Take the functions $x^2$, $y^2$, $z^2$ with a common radial factor, each normalised. On the unit sphere the average of $x^4$ is $1/5$ and that of $x^2y^2$ is $1/15$. The radial integrals cancel, so each mutual overlap is $(1/15)/(1/5)=1/3$. The matrix is entered with these values, and the functions $xy$, $xz$, $yz$ are left out.

```lean
/-- Overlap matrix of the normalised Cartesian d functions `x²`, `y²`, `z²` with a common radial
factor. -/
def cartesianD : Matrix (Fin 3) (Fin 3) ℝ :=
  !![1, 1/3, 1/3; 1/3, 1, 1/3; 1/3, 1/3, 1]
```

The combination $x^2+y^2+z^2$ is spherically symmetric and is the s contaminant. The two pure d combinations orthogonal to it have the unit coefficient vectors $(-1,-1,2)/\sqrt6$ and $(1,-1,0)/\sqrt2$, which form the columns of `pureD`.

```lean
/-- Coefficients of the combinations `2z² - x² - y²` and `x² - y²`, as unit columns. -/
def pureD : Matrix (Fin 3) (Fin 2) ℝ :=
  !![-(Real.sqrt 6)⁻¹, (Real.sqrt 2)⁻¹; -(Real.sqrt 6)⁻¹, -(Real.sqrt 2)⁻¹;
     2 * (Real.sqrt 6)⁻¹, 0]
```

Let $S$ be the matrix `cartesianD` and $V$ the matrix `pureD`. In what follows $x=(x_0,x_1,x_2)$ is a vector of coefficients, not the coordinate $x$. The quadratic form of $S$ is

$$x^TSx=\tfrac23\,x^Tx+\tfrac13(x_0+x_1+x_2)^2,$$

which is positive for $x\ne0$. The entries of each column of $V$ sum to zero, so $SV=\tfrac23V$ and $V^TSV=\tfrac23V^TV=\tfrac23\,1$. The example therefore satisfies the hypotheses of the theorem. The factor $2/3$ is the squared norm of each retained function; normalising both multiplies them by the same number and leaves the condition number alone.

```lean
/-- The Cartesian d overlap is positive definite, the two pure combinations have orthonormal
coefficients, and their overlap matrix is 2/3 times the identity. -/
theorem pureD_witness : cartesianD.PosDef ∧ pureDᵀ * pureD = 1 ∧
    pureDᵀ * cartesianD * pureD = (2/3 : ℝ) • (1 : Matrix (Fin 2) (Fin 2) ℝ) := by
  have h6 : (Real.sqrt 6)⁻¹ * (Real.sqrt 6)⁻¹ = 1/6 := by
    rw [← mul_inv, Real.mul_self_sqrt (by norm_num)]; norm_num
  have h2 : (Real.sqrt 2)⁻¹ * (Real.sqrt 2)⁻¹ = 1/2 := by
    rw [← mul_inv, Real.mul_self_sqrt (by norm_num)]; norm_num
  have hV : pureDᵀ * pureD = 1 := by
    unfold pureD
    generalize (Real.sqrt 6)⁻¹ = a at *
    generalize (Real.sqrt 2)⁻¹ = b at *
    ext i j
    fin_cases i <;> fin_cases j <;> simp [Matrix.mul_apply, Fin.sum_univ_three] <;>
      first | linear_combination 6 * h6 | linear_combination 2 * h2
  -- both pure combinations are eigenvectors of the Cartesian overlap
  have hSV : cartesianD * pureD = (2/3 : ℝ) • pureD := by
    unfold pureD cartesianD
    generalize (Real.sqrt 6)⁻¹ = a
    generalize (Real.sqrt 2)⁻¹ = b
    ext i j
    fin_cases i <;> fin_cases j <;> simp [Matrix.mul_apply, Fin.sum_univ_three] <;> ring
  refine ⟨Matrix.posDef_iff_dotProduct_mulVec.mpr ⟨?_, ?_⟩, hV, ?_⟩
  · ext i j
    fin_cases i <;> fin_cases j <;> simp [cartesianD]
  · intro x hx
    have h0 : 0 ≤ x ⬝ᵥ x := Finset.sum_nonneg fun i _ => mul_self_nonneg (x i)
    have hpos : 0 < x ⬝ᵥ x := h0.lt_of_ne' fun h => hx (dotProduct_self_eq_zero.mp h)
    have hq : star x ⬝ᵥ cartesianD *ᵥ x
        = 2/3 * (x ⬝ᵥ x) + 1/3 * (x 0 + x 1 + x 2) ^ 2 := by
      simp [cartesianD, Matrix.mulVec, dotProduct, Fin.sum_univ_three]
      ring
    rw [hq]
    linarith [sq_nonneg (x 0 + x 1 + x 2)]
  · rw [Matrix.mul_assoc, hSV, Matrix.mul_smul, hV]
```

The eigenvalues of $S$ follow from the matrix identity

$$S^2=\tfrac73S-\tfrac{10}{9}1 .$$

Applied to an eigenvector, it gives $(\mu-\tfrac23)(\mu-\tfrac53)=0$, which is the step `key`. Both roots occur: $(1,-1,0)/\sqrt2$ belongs to $2/3$ and the contaminant $(1,1,1)/\sqrt3$ to $5/3$. The code uses these vectors without their normalising factors. Hence $\kappa(S)=(5/3)/(2/3)=5/2$, and removing the contaminant lowers the condition number to 1.

```lean
/-- Passing from `x²`, `y²`, `z²` to the two pure d combinations lowers the condition number of
the overlap matrix from 5/2 to 1. -/
theorem pureD_condNumber : condNumber cartesianD = 5/2 ∧
    condNumber (pureDᵀ * cartesianD * pureD) = 1 := by
  refine ⟨?_, by rw [pureD_witness.2.2]; exact condNumber_smul_one (by norm_num)⟩
  -- the overlap matrix satisfies a quadratic equation with roots 2/3 and 5/3
  have hS : cartesianD * cartesianD
      = (7/3 : ℝ) • cartesianD - (10/9 : ℝ) • (1 : Matrix (Fin 3) (Fin 3) ℝ) := by
    ext i j
    fin_cases i <;> fin_cases j <;>
      simp [cartesianD, Matrix.mul_apply, Fin.sum_univ_three] <;> norm_num
  have key : ∀ μ ∈ eigenvalueSet cartesianD, μ = 2/3 ∨ μ = 5/3 := by
    rintro μ ⟨x, hx, e⟩
    have h := congrArg (fun M => M *ᵥ x) hS
    simp only [← Matrix.mulVec_mulVec, Matrix.sub_mulVec, Matrix.smul_mulVec,
      Matrix.one_mulVec, e, Matrix.mulVec_smul] at h
    have h' : (μ * μ - 7/3 * μ + 10/9) • x = 0 := by
      linear_combination (norm := module) h
    rcases smul_eq_zero.mp h' with h | h
    · have hp : (μ - 2/3) * (μ - 5/3) = 0 := by linear_combination h
      exact (mul_eq_zero.mp hp).imp sub_eq_zero.mp sub_eq_zero.mp
    · exact absurd h hx
  have hl : IsLeast (eigenvalueSet cartesianD) (2/3) := by
    refine ⟨⟨![1, -1, 0], fun h => by have := congrFun h 0; simp at this, ?_⟩, fun μ h => ?_⟩
    · ext i
      fin_cases i <;> simp [cartesianD, Matrix.mulVec, dotProduct, Fin.sum_univ_three] <;>
        norm_num
    · rcases key μ h with rfl | rfl <;> norm_num
  have hh : IsGreatest (eigenvalueSet cartesianD) (5/3) := by
    refine ⟨⟨![1, 1, 1], fun h => by have := congrFun h 0; simp at this, ?_⟩, fun μ h => ?_⟩
    · ext i
      fin_cases i <;> simp [cartesianD, Matrix.mulVec, dotProduct, Fin.sum_univ_three] <;>
        norm_num
    · rcases key μ h with rfl | rfl <;> norm_num
  rw [condNumber, highest, lowest, hl.csInf_eq, hh.csSup_eq]
  norm_num

end

end ContaminantRemoval
```

```lean
#print axioms ContaminantRemoval.contaminant_removal
-- 'ContaminantRemoval.contaminant_removal' depends on axioms: [propext, Classical.choice, Quot.sound]
#print axioms ContaminantRemoval.pureD_condNumber
-- 'ContaminantRemoval.pureD_condNumber' depends on axioms: [propext, Classical.choice, Quot.sound]
```
